# One-way hopping on a chain: every nonzero Lindblad eigenvalue is −g or −g/2, yet the last site fills no faster than gt/n

## Chain, jumps and units

A particle starts on the first site of a chain and hops irreversibly towards the last. The sites are numbered $0,\dots,n$, so there are $n$ links and $n+1$ sites. With $\hbar=1$, no Hamiltonian and hopping rate $g>0$, the density matrix $\rho$ obeys

$$\dot\rho=\mathcal L\rho=\sum_{j=0}^{n-1}\Big(L_j\rho L_j^\dagger-\tfrac12\{L_j^\dagger L_j,\rho\}\Big),\qquad L_j=\sqrt g\,|j+1\rangle\langle j|.$$

The gap is the smallest $|\mathrm{Re}\,\mu|$ among the nonzero eigenvalues $\mu$ of $\mathcal L$.

## Eigenvalues and arrival bound

Every nonzero eigenvalue of $\mathcal L$ is $-g$ or $-g/2$. If $\rho(0)=|0\rangle\langle0|$ and $n\ge1$, then

$$\rho_{nn}(t)\le \frac{gt}{n}\qquad(t\ge0).$$

Half filling of the last site therefore takes at least $t=n/(2g)$, which grows with the chain, while the gap never falls below $g/2$.

## Choosing a propagation time

A code that propagates a master equation for a few multiples of the inverse gap, and takes the result as the steady state, stops too early on this finite, one-particle, purely dissipative chain when $n$ is much larger than the number of multiples; on a short chain it can be long enough. With $n=100$ and $t=20/g$, ten times the inverse of a gap $g/2$, at most 20% of the population has reached the last site. The bound is far from sharp here: the exact population, $1-e^{-gt}\sum_{k=0}^{n-1}(gt)^k/k!$, is below $10^{-30}$. The bound also gives a one-sided check on a propagator: an output clearly above it is wrong, while one below it is not thereby confirmed.

## From matrix entries to the bound

Put $e_a=1$ for $a<n$ and $e_n=0$. Since $L_j\rho L_j^\dagger=g\rho_{jj}|j+1\rangle\langle j+1|$ and $L_j^\dagger L_j=g|j\rangle\langle j|$,

$$(\mathcal L\rho)_{ab}=g\,\delta_{ab}\,\rho_{a-1,a-1}-\tfrac g2(e_a+e_b)\rho_{ab},\qquad \rho_{-1,-1}:=0.$$

**Eigenvalues.** If $\mathcal LX=\mu X$, then

$$\big(\mu+\tfrac g2(e_a+e_b)\big)X_{ab}=g\,\delta_{ab}X_{a-1,a-1}.$$

Suppose $\mu\notin\{0,-g/2,-g\}$. The bracket is nonzero, so the off-diagonal entries vanish, as does $X_{00}$. Then $X_{11}=0$, and so on along the chain. Hence $X=0$, which is not an eigenmatrix.

**Populations.** Let $p_a=\mathrm{Re}\,\rho_{aa}$ and $p_{-1}=0$. Then $\dot p_a=g(p_{a-1}-e_ap_a)$, so

$$\frac{d}{dt}\big(e^{ge_at}p_a\big)=g\,e^{ge_at}p_{a-1}.$$

Initially $p_a\ge0$, so induction along the chain gives $p_a(t)\ge0$.

**Arrival.** For any site weights $w_a$,

$$\frac{d}{dt}\sum_{a=0}^n w_ap_a=g\sum_{j=0}^{n-1}(w_{j+1}-w_j)p_j.$$

With $w_a=1$, the total population stays at 1. With $w_a=a$, the mean position grows at rate $g\sum_{j<n}p_j\le g$. It starts at zero, and all its terms are nonnegative, so $np_n\le\sum_a a\,p_a\le gt$.

## The Lean source

```lean
import Mathlib

open Matrix

namespace LindbladChain

noncomputable section

/-- Operators on a chain with `n` links, that is, `n + 1` sites. -/
abbrev Op (n : ℕ) := Matrix (Fin (n + 1)) (Fin (n + 1)) ℂ

variable {n : ℕ} {g : ℝ}

/-- The Lindblad generator with Hamiltonian `H` and jump operators `J j` (with `ħ = 1`). -/
def lindblad {ι κ : Type*} [Fintype ι] [Fintype κ] (H : Matrix κ κ ℂ)
    (J : ι → Matrix κ κ ℂ) (ρ : Matrix κ κ ℂ) : Matrix κ κ ℂ :=
  -Complex.I • (H * ρ - ρ * H) + ∑ j, (J j * ρ * (J j)ᴴ
    - (1 / 2 : ℂ) • ((J j)ᴴ * J j * ρ + ρ * ((J j)ᴴ * J j)))

/-- The jump operator `√g |j+1⟩⟨j|` on link `j`. -/
def hop (g : ℝ) (j : Fin n) : Op n := Matrix.single j.succ j.castSucc ((√g : ℝ) : ℂ)

/-- The generator of the one-way chain: no Hamiltonian, one jump per link. -/
def generator (g : ℝ) (ρ : Op n) : Op n := lindblad 0 (hop g) ρ

/-- The value of `p` on the preceding site, and zero for the first site. -/
def inflow {R : Type*} [Zero R] (p : Fin (n + 1) → R) (a : Fin (n + 1)) : R :=
  Fin.cases (motive := fun _ => R) 0 (fun j => p j.castSucc) a

/-- One for a site that can be left, zero for the last site. -/
def exitFlag (a : Fin (n + 1)) : ℝ := if a = Fin.last n then 0 else 1

/-- `ρ` solves the master equation of the chain, entry by entry, at all times `t ≥ 0`. -/
def IsEvolution (g : ℝ) (ρ : ℝ → Op n) : Prop :=
  ∀ t, 0 ≤ t → ∀ a b, HasDerivAt (fun s => ρ s a b) (generator g (ρ t) a b) t

/-- For `g ≥ 0`, each matrix entry decays at `g/2` per index that can be left, and each
population is fed at rate `g` by the preceding site. -/
theorem generator_apply (hg : 0 ≤ g) (ρ : Op n) (a b : Fin (n + 1)) : generator g ρ a b =
    (if a = b then (g : ℂ) * inflow (fun k => ρ k k) a else 0)
      - (g : ℂ) / 2 * ((exitFlag a : ℂ) + (exitFlag b : ℂ)) * ρ a b := by
  have hs : ((√g : ℝ) : ℂ) * ((√g : ℝ) : ℂ) = (g : ℂ) := by
    exact_mod_cast Real.mul_self_sqrt hg
  -- gain and loss terms of one link
  have h1 : ∀ j : Fin n, (hop g j * ρ * (hop g j)ᴴ) a b =
      (g : ℂ) * (if a = j.succ ∧ b = j.succ then ρ j.castSucc j.castSucc else 0) := by
    intro j
    have hc : (hop g j)ᴴ = Matrix.single j.castSucc j.succ ((√g : ℝ) : ℂ) := by
      simp [hop, Matrix.conjTranspose_single]
    rw [hc, hop]
    by_cases ha : a = j.succ
    · by_cases hb : b = j.succ
      · subst ha
        subst hb
        simp [Matrix.mul_apply, Matrix.single_apply]
        linear_combination ρ j.castSucc j.castSucc * hs
      · simp [Matrix.mul_apply, Matrix.single_apply, hb, Ne.symm hb]
    · simp [Matrix.mul_apply, Matrix.single_apply, ha, Ne.symm ha]
  have h2 : ∀ j : Fin n, (hop g j)ᴴ * hop g j =
      Matrix.single j.castSucc j.castSucc (g : ℂ) := by
    intro j
    simp [hop, Matrix.conjTranspose_single, hs]
  have h3 : ∀ i : Fin (n + 1), (Matrix.single i i (g : ℂ) * ρ) a b =
      (g : ℂ) * ρ a b * (if a = i then 1 else 0) := by
    intro i
    by_cases h : a = i
    · subst h
      simp
    · simp [Matrix.mul_apply, h, Ne.symm h]
  have h4 : ∀ i : Fin (n + 1), (ρ * Matrix.single i i (g : ℂ)) a b =
      (g : ℂ) * ρ a b * (if b = i then 1 else 0) := by
    intro i
    by_cases h : b = i
    · subst h
      simp [mul_comm]
    · simp [Matrix.mul_apply, h, Ne.symm h]
  -- sums over the links
  have hin : ∑ j : Fin n, (if a = j.succ ∧ b = j.succ then ρ j.castSucc j.castSucc else 0)
      = if a = b then inflow (fun k => ρ k k) a else 0 := by
    by_cases hab : a = b
    · subst hab
      induction a using Fin.cases with
      | zero => simp [inflow, (Fin.succ_ne_zero _).symm]
      | succ i => simp [inflow]
    · rw [if_neg hab]
      exact Finset.sum_eq_zero fun j _ => if_neg fun h => hab (h.1.trans h.2.symm)
  have hout : ∀ c : Fin (n + 1),
      ∑ j : Fin n, (if c = j.castSucc then (1 : ℂ) else 0) = (exitFlag c : ℂ) := by
    intro c
    induction c using Fin.lastCases with
    | last => simp [exitFlag, (Fin.castSucc_lt_last _).ne']
    | cast i => simp [exitFlag, (Fin.castSucc_lt_last i).ne]
  simp only [generator, lindblad, zero_mul, mul_zero, sub_zero, smul_zero, zero_add,
    Matrix.zero_apply, Matrix.sum_apply, Matrix.sub_apply, Matrix.smul_apply,
    Matrix.add_apply, smul_eq_mul, h1, h2, h3, h4, Finset.sum_sub_distrib,
    Finset.sum_add_distrib, ← Finset.mul_sum, hin, hout]
  split_ifs <;> ring

/-- For `g ≥ 0`, every nonzero eigenvalue of the chain generator is `-g` or `-g/2`. -/
theorem eigenvalue_eq (hg : 0 ≤ g) {X : Op n} {μ : ℂ} (hX : X ≠ 0)
    (h : generator g X = μ • X) (hμ : μ ≠ 0) : μ = -(g : ℂ) ∨ μ = -((g : ℂ) / 2) := by
  by_contra hne
  obtain ⟨h1, h2⟩ := not_or.1 hne
  -- an entry that is not fed must vanish
  have key : ∀ a b, (a = b → inflow (fun k => X k k) a = 0) → X a b = 0 := by
    intro a b q
    have e := congrFun (congrFun h a) b
    rw [generator_apply hg, Matrix.smul_apply, smul_eq_mul] at e
    have hz : (if a = b then (g : ℂ) * inflow (fun k => X k k) a else 0) = 0 := by
      split_ifs with hab
      · rw [q hab, mul_zero]
      · rfl
    rw [hz] at e
    have e' : (μ + (g : ℂ) / 2 * ((exitFlag a : ℂ) + (exitFlag b : ℂ))) * X a b = 0 := by
      linear_combination -e
    refine (mul_eq_zero.1 e').resolve_left fun z => ?_
    unfold exitFlag at z
    split_ifs at z <;> push_cast at z
    · exact hμ (by linear_combination z)
    · exact h2 (by linear_combination z)
    · exact h2 (by linear_combination z)
    · exact h1 (by linear_combination z)
  have diag : ∀ a, X a a = 0 := by
    intro a
    induction a using Fin.induction with
    | zero => exact key _ _ fun _ => rfl
    | succ i ih => exact key _ _ fun _ => ih
  apply hX
  ext a b
  by_cases hab : a = b
  · subst hab
    exact diag a
  · exact key a b fun h => absurd h hab

variable {ρ : ℝ → Op n}

/-- For `g ≥ 0`, the populations of a solution of the master equation obey the classical rate
equations of one-way hopping at all times `t ≥ 0`. -/
theorem population_rate (hg : 0 ≤ g) (h : IsEvolution g ρ) {t : ℝ} (ht : 0 ≤ t)
    (a : Fin (n + 1)) : HasDerivAt (fun s => (ρ s a a).re)
      (g * (inflow (fun k => (ρ t k k).re) a - exitFlag a * (ρ t a a).re)) t := by
  have h1 : HasDerivAt (fun s => (ρ s a a).re) (generator g (ρ t) a a).re t :=
    Complex.reCLM.hasFDerivAt.comp_hasDerivAt t (h t ht a a)
  have h2 : generator g (ρ t) a a =
      (g : ℂ) * (inflow (fun k => ρ t k k) a - (exitFlag a : ℂ) * ρ t a a) := by
    rw [generator_apply hg, if_pos rfl]
    ring
  have h3 : (inflow (fun k => ρ t k k) a).re = inflow (fun k => (ρ t k k).re) a := by
    induction a using Fin.cases <;> simp [inflow]
  refine h1.congr_deriv ?_
  rw [h2, Complex.re_ofReal_mul, Complex.sub_re, Complex.re_ofReal_mul, h3]

/-- A quantity whose rate of change is nonnegative at all times `t ≥ 0` never falls below its
initial value. -/
theorem initial_le {f f' : ℝ → ℝ} (h : ∀ t, 0 ≤ t → HasDerivAt f (f' t) t)
    (h' : ∀ t, 0 ≤ t → 0 ≤ f' t) {t : ℝ} (ht : 0 ≤ t) : f 0 ≤ f t := by
  have hm : MonotoneOn f (Set.Ici 0) := by
    refine monotoneOn_of_deriv_nonneg (convex_Ici 0)
      (fun x hx => (h x hx).continuousAt.continuousWithinAt)
      (fun x hx => (h x (interior_subset hx)).differentiableAt.differentiableWithinAt)
      (fun x hx => ?_)
    rw [(h x (interior_subset hx)).deriv]
    exact h' x (interior_subset hx)
  exact hm (Set.mem_Ici.2 le_rfl) (Set.mem_Ici.2 ht) ht

/-- For `g ≥ 0` and a start on the first site, all populations are nonnegative at `t ≥ 0`. -/
theorem population_nonneg (hg : 0 ≤ g) (h : IsEvolution g ρ)
    (h0 : ρ 0 = Matrix.single 0 0 1) (a : Fin (n + 1)) :
    ∀ t, 0 ≤ t → 0 ≤ (ρ t a a).re := by
  -- integrating factor: a site with nonnegative inflow stays nonnegative
  have key : ∀ a, (∀ t, 0 ≤ t → 0 ≤ inflow (fun k => (ρ t k k).re) a) →
      ∀ t, 0 ≤ t → 0 ≤ (ρ t a a).re := by
    intro a hin t ht
    have hd : ∀ s, 0 ≤ s → HasDerivAt
        (fun s => Real.exp (g * exitFlag a * s) * (ρ s a a).re)
        (Real.exp (g * exitFlag a * s) * (g * inflow (fun k => (ρ s k k).re) a)) s := by
      intro s hs
      have he : HasDerivAt (fun s => Real.exp (g * exitFlag a * s))
          (Real.exp (g * exitFlag a * s) * (g * exitFlag a * 1)) s :=
        ((hasDerivAt_id s).const_mul (g * exitFlag a)).exp
      exact (he.fun_mul (population_rate hg h hs a)).congr_deriv (by ring)
    have hle := initial_le hd
      (fun s hs => mul_nonneg (Real.exp_pos _).le (mul_nonneg hg (hin s hs))) ht
    have hi : 0 ≤ (ρ 0 a a).re := by
      rw [h0, Matrix.single_apply]
      split_ifs <;> simp
    simp only [mul_zero, Real.exp_zero, one_mul] at hle
    exact (mul_nonneg_iff_of_pos_left (Real.exp_pos _)).1 (hi.trans hle)
  induction a using Fin.induction with
  | zero => exact key _ fun _ _ => le_rfl
  | succ i ih => exact key _ ih

/-- With `n ≥ 1` links, `g ≥ 0` and a start on the first site, the population of the last site
at time `t ≥ 0` is at most `g t / n`. -/
theorem arrival_le (hg : 0 ≤ g) (hn : 0 < n) (h : IsEvolution g ρ)
    (h0 : ρ 0 = Matrix.single 0 0 1) {t : ℝ} (ht : 0 ≤ t) :
    (ρ t (Fin.last n) (Fin.last n)).re ≤ g * t / n := by
  -- rate of change of the mean of a site function `w`
  have mean : ∀ (w : Fin (n + 1) → ℝ) (s : ℝ), 0 ≤ s →
      HasDerivAt (fun s => ∑ a, w a * (ρ s a a).re)
        (g * ∑ j : Fin n, (w j.succ - w j.castSucc) * (ρ s j.castSucc j.castSucc).re) s := by
    intro w s hs
    refine (HasDerivAt.fun_sum fun a _ =>
      (population_rate hg h hs a).const_mul (w a)).congr_deriv ?_
    simp only [mul_sub, Finset.sum_sub_distrib]
    rw [Fin.sum_univ_succ, Fin.sum_univ_castSucc]
    simp only [inflow, Fin.cases_zero, Fin.cases_succ, exitFlag,
      (Fin.castSucc_lt_last _).ne, if_true, if_false, mul_zero, zero_mul, zero_add,
      add_zero, one_mul, sub_mul, Finset.sum_sub_distrib, mul_sub, Finset.mul_sum]
    congr 1 <;> exact Finset.sum_congr rfl fun j _ => by ring
  have hp := population_nonneg hg h h0
  -- the total population does not exceed one
  have total : ∀ s, 0 ≤ s → ∑ a, (ρ s a a).re ≤ 1 := by
    intro s hs
    have hle := initial_le (fun r hr => (mean (fun _ => 1) r hr).fun_neg)
      (fun r _ => by simp) hs
    have hi : ∑ a, (ρ 0 a a).re = 1 := by
      rw [h0, Fin.sum_univ_succ]
      simp [(Fin.succ_ne_zero _).symm]
    simp only [one_mul, hi] at hle
    linarith
  -- the mean position moves at speed at most `g`
  have hle := initial_le
    (fun s hs => ((hasDerivAt_id s).const_mul g).fun_sub
      (mean (fun a => ((a : ℕ) : ℝ)) s hs))
    (fun s hs => by
      have hT := total s hs
      rw [Fin.sum_univ_castSucc] at hT
      have hq : ∑ j : Fin n, (ρ s j.castSucc j.castSucc).re ≤ 1 := by
        linarith [hp (Fin.last n) s hs]
      have hm := mul_le_mul_of_nonneg_left hq hg
      simp only [Fin.val_succ, Fin.val_castSucc, Nat.cast_add, Nat.cast_one,
        add_sub_cancel_left, one_mul]
      linarith) ht
  have hi : ∑ a : Fin (n + 1), ((a : ℕ) : ℝ) * (ρ 0 a a).re = 0 := by
    rw [h0, Fin.sum_univ_succ]
    simp [(Fin.succ_ne_zero _).symm]
  have hl := Finset.single_le_sum (f := fun a : Fin (n + 1) => ((a : ℕ) : ℝ) * (ρ t a a).re)
    (fun a _ => mul_nonneg (Nat.cast_nonneg _) (hp a t ht)) (Finset.mem_univ (Fin.last n))
  simp only [id_eq, mul_zero, hi, sub_zero] at hle
  simp only [Fin.val_last] at hl
  rw [le_div_iff₀ (by exact_mod_cast hn)]
  linarith

end

end LindbladChain
```

```lean
#print axioms LindbladChain.eigenvalue_eq
-- 'LindbladChain.eigenvalue_eq' depends on axioms: [propext, Classical.choice, Quot.sound]
#print axioms LindbladChain.arrival_le
-- 'LindbladChain.arrival_le' depends on axioms: [propext, Classical.choice, Quot.sound]
```

## Reach of the two theorems

`eigenvalue_eq` takes a nonzero matrix `X` with `generator g X = μ • X` and `μ ≠ 0`, and returns the two possible values. `arrival_le` bounds the real part of the last diagonal entry for any `ρ` satisfying `IsEvolution`, the master equation entry by entry at $t\ge0$, with `ρ 0 = Matrix.single 0 0 1`. Both allow $g\ge0$. Positivity and normalisation at later times are not assumed.

In the code, `j.castSucc` and `j.succ` are sites $j$ and $j+1$; `hop` is a jump operator, not a tunnelling term; `inflow` and `exitFlag` stand for $p_{a-1}$ and $e_a$.

`generator_apply` computes the entries link by link and then sums. In `eigenvalue_eq`, `key` cancels the nonzero bracket and `diag` runs the induction. `population_rate` takes real parts, and `population_nonneg` uses the integrating factor together with `initial_le`, which says that a nonnegative derivative prevents decrease. Inside `arrival_le`, `mean` is the weighted-sum identity, used for both choices of $w$.

The theorems establish neither that a solution exists nor that both eigenvalues occur; the first is standard for a finite linear system, and for $n\ge1$ the entry formula shows that $|0\rangle\langle n|$ has eigenvalue $-g/2$. The bound is proved here for one particle that hops without memory, at equal rates, with no return and no coherent tunnelling; whether a device behaves this way is a separate question.
